# For a product of two hydrogenic 1s orbitals, the partial waves of (1/r12)(r12/2) approach −(45/256)(l+½)⁻⁴

If a partial-wave sum is stopped when its last increment falls below a threshold, the neglected tail can be several times larger than that threshold. With increments falling as l⁻⁴, the tail beyond L falls only as L⁻³, and at L = 30 it is nearly ten times the last increment kept. An extrapolation with the wrong power or coefficient replaces this truncation error with another one.

## The limit and its coefficient

Let r< and r> be the smaller and larger of the two electron–nucleus distances, and let t = r</r>. For l = 0, 1, 2, … define

f_l(t) = t^(l+2)/(2l+3) − t^l/(2l−1)

A_l = (30/(2l+1)) ∫₀¹ t^(l+2) f_l(t) (1+t)⁻⁶ dt

Then

(l+½)⁴ A_l → −45/256 as l → ∞.

A_l is the l-th partial wave of ⟨Φ, (1/r12)(r12/2) Φ⟩, where Φ = exp(−r1−r2)/π is the normalised product of two 1s orbitals in atomic units. The factor ½ is the cusp coefficient of a singlet pair: it lets the kinetic energy cancel the 1/r12 singularity where the electrons meet.

Schwartz's coefficient, −45/256, is best known from the second-order energy of two-electron atoms, which contains the exact first-order function. Here (r12/2)Φ, which has the same cusp where the electrons meet, stands in its place.

## Orbital truncation and tail corrections

In an atomic calculation, A_l is the contribution obtained by inserting a complete radial set of orbital pairs, with angular momentum l on each electron, between 1/r12 and (r12/2)Φ. Explicitly correlated codes meet such sums when they resolve an operator product through an orbital basis. For this model pair, summing the asymptotic form gives the tail estimate

Σ_{l>L} A_l ≈ −(15/256)/(L+1)³

The smallest cases can be followed exactly. Since (1/r12)(r12/2) = ½, the full sum is ½. Direct integration gives A_0 = 9/16 and A_1 = 8.2625 − 12 ln 2 ≈ −0.05527. Stopping at L = 1 therefore gives 0.50723, and adding the tail estimate gives 0.49991.

## From the Legendre expansion to −45/256

Let x be the cosine of the angle between the electrons and P_l the Legendre polynomials. Start from

1/r12 = (1/r>) Σ t^l P_l(x)

r12 = r>² (1 + t² − 2tx)(1/r12)

With (2l+1)xP_l = (l+1)P_{l+1} + lP_{l−1}, the coefficient of P_l in r12/r> is

(1+t²)t^l − 2t[l t^(l−1)/(2l−1) + (l+1)t^(l+1)/(2l+3)] = f_l(t)

The angular average of P_l² is 1/(2l+1). The two orderings of the radii give a factor 2, which cancels the ½. The density and volume elements give 16 r1² r2² exp(−2r1−2r2). Setting r> = r and r< = tr turns r1² r2² dr1 dr2 into t² r⁵ dt dr. The t² joins t^l to make t^(l+2), which leaves the radial integral

16 ∫₀^∞ r⁵ exp(−2(1+t)r) dr = 16·5!/(2(1+t))⁶ = 30/(1+t)⁶

Now write K_l(t) = t^(l+2) f_l(t), and replace (1+t)⁻⁶ by a general continuous weight w satisfying |w(t) − w(1)| ≤ C(1−t) on [0,1]. Two integrals are needed. The first is

∫₀¹ K_l dt = 1/((2l+3)(2l+5)) − 1/((2l−1)(2l+3))
= −6/((2l−1)(2l+3)(2l+5))

For the second, ∫₀¹ tⁿ(1−t) dt = 1/((n+1)(n+2)) gives

∫₀¹ K_l (1−t) dt = 1/((2l+3)(2l+5)(2l+6)) − 1/((2l−1)(2l+3)(2l+4))
= −(16l+34)/((2l−1)(2l+3)(2l+4)(2l+5)(2l+6))

For l ≥ 1, t^(l+2) ≤ t^l and 2l+3 > 2l−1 > 0, so K_l ≤ 0 and |K_l| = −K_l. Hence

|∫₀¹ K_l w dt − w(1)∫₀¹ K_l dt| ≤ C ∫₀¹ (−K_l)(1−t) dt

Multiply by (l+½)⁴/(2l+1) = (2l+1)³/16. The leading term becomes

−(3/8) w(1) (2l+1)³/((2l−1)(2l+3)(2l+5)) → −(3/8) w(1)

The error bound has one more power of l in its denominator than in its numerator, so it tends to zero.

For the hydrogenic weight, put y = 1+t, so that 1 ≤ y ≤ 2:

1/y⁶ − 1/64 = (2−y)(32+16y+8y²+4y³+2y⁴+y⁵)/(64y⁶)

Each power in the numerator is at most y⁶ and the coefficients sum to 63, so the fraction multiplying 2−y is below 1. Thus C = 1 works. Since w(1) = 1/64, the limit is 30·(−3/8)/64 = −45/256.

## The Lean file

```lean
import Mathlib

open MeasureTheory Set Filter Topology

namespace SchwartzPartialWave

noncomputable section

/-- The `l`-th Legendre component of `r12`, divided by the larger radius, as a function of
the ratio `t` of the smaller to the larger radius. -/
def r12Wave (l : ℕ) (t : ℝ) : ℝ := t ^ (l + 2) / (2 * l + 3) - t ^ l / (2 * l - 1)

/-- The integral over the ratio `t` of radii of the product of the `l`-th components of `1/r12` and
`r12`, with the volume factor `t^2` and a radial weight `w`. -/
def radialWave (w : ℝ → ℝ) (l : ℕ) : ℝ :=
  ∫ t in (0 : ℝ)..1, t ^ (l + 2) * r12Wave l t * w t

/-- The `l`-th partial wave `A_l` of `⟨Φ, (1/r12)(r12/2) Φ⟩` for the hydrogenic product `Φ`. -/
def increment (l : ℕ) : ℝ :=
  30 / (2 * l + 1) * radialWave (fun t => 1 / (1 + t) ^ 6) l

/-- The integral over the larger radius `r`, at fixed ratio `t`, that gives the hydrogenic weight
`30 (1+t)^(-6)`. -/
theorem larger_radius_integral {t : ℝ} (ht : -1 < t) :
    16 * ∫ r in Ioi (0 : ℝ), r ^ 5 * Real.exp (-(2 * (1 + t) * r))
      = 30 * (1 / (1 + t) ^ 6) := by
  have hpos : 0 < 1 + t := by linarith
  have h := Real.integral_rpow_mul_exp_neg_mul_Ioi (a := 6) (r := 2 * (1 + t))
    (by norm_num) (by linarith)
  have e : ∫ r in Ioi (0 : ℝ), r ^ 5 * Real.exp (-(2 * (1 + t) * r))
      = ∫ r in Ioi (0 : ℝ), r ^ ((6 : ℝ) - 1) * Real.exp (-(2 * (1 + t) * r)) := by
    refine setIntegral_congr_fun measurableSet_Ioi fun r _ => ?_
    have h5 : r ^ ((6 : ℝ) - 1) = r ^ 5 := by
      rw [show (6 : ℝ) - 1 = ((5 : ℕ) : ℝ) by norm_num, Real.rpow_natCast]
    simp only [h5]
  have g : Real.Gamma 6 = 120 := by
    rw [show (6 : ℝ) = ((5 : ℕ) : ℝ) + 1 by norm_num, Real.Gamma_nat_eq_factorial]
    norm_num [Nat.factorial]
  have p : (1 / (2 * (1 + t))) ^ (6 : ℝ) = (1 / (2 * (1 + t))) ^ 6 := by
    exact_mod_cast Real.rpow_natCast (1 / (2 * (1 + t))) 6
  rw [e, h, p, g]
  field_simp
  norm_num

/-- For `l ≥ 1` the `l`-th component of `r12` is nowhere positive. -/
theorem r12Wave_nonpos {l : ℕ} (hl : 1 ≤ l) {t : ℝ} (h0 : 0 ≤ t) (h1 : t ≤ 1) :
    r12Wave l t ≤ 0 := by
  have hl' : (1 : ℝ) ≤ l := by exact_mod_cast hl
  exact sub_nonpos.mpr (div_le_div₀ (pow_nonneg h0 l)
    (pow_le_pow_of_le_one h0 h1 (by omega)) (by linarith) (by linarith))

/-- The integral over `[0,1]` of a difference of two powers of the ratio of radii. -/
theorem integral_two_powers (a b : ℝ) (m n : ℕ) :
    ∫ t in (0 : ℝ)..1, (a * t ^ m - b * t ^ n) = a / (m + 1) - b / (n + 1) := by
  rw [intervalIntegral.integral_sub, intervalIntegral.integral_const_mul,
    intervalIntegral.integral_const_mul, integral_pow, integral_pow]
  · simp [div_eq_mul_inv]
  · exact Continuous.intervalIntegrable (by fun_prop) _ _
  · exact Continuous.intervalIntegrable (by fun_prop) _ _

/-- The partial-wave integral for weight `1`, in closed form. -/
theorem kernel_integral {l : ℕ} : ∫ t in (0 : ℝ)..1, t ^ (l + 2) * r12Wave l t
    = -6 / ((2 * l - 1) * (2 * l + 3) * (2 * l + 5)) := by
  have hne : 2 * (l : ℝ) - 1 ≠ 0 := by
    intro h
    have h' : 2 * (l : ℝ) = 1 := by linarith
    have h'' : 2 * l = 1 := by exact_mod_cast h'
    omega
  have h : ∀ t : ℝ, t ^ (l + 2) * r12Wave l t
      = 1 / (2 * l + 3) * t ^ (2 * l + 4) - 1 / (2 * l - 1) * t ^ (2 * l + 2) := by
    intro t
    unfold r12Wave
    ring
  simp only [h]
  rw [integral_two_powers,
    show ((2 * l + 4 : ℕ) : ℝ) + 1 = 2 * l + 5 by push_cast; ring,
    show ((2 * l + 2 : ℕ) : ℝ) + 1 = 2 * l + 3 by push_cast; ring]
  field_simp
  ring

/-- The partial-wave integral for the weight `1 - t`, which vanishes at equal radii. -/
theorem kernel_integral_one_sub {l : ℕ} :
    ∫ t in (0 : ℝ)..1, t ^ (l + 2) * r12Wave l t * (1 - t)
    = -((16 * l + 34) /
        ((2 * l - 1) * (2 * l + 3) * (2 * l + 4) * (2 * l + 5) * (2 * l + 6))) := by
  have hne : 2 * (l : ℝ) - 1 ≠ 0 := by
    intro h
    have h' : 2 * (l : ℝ) = 1 := by linarith
    have h'' : 2 * l = 1 := by exact_mod_cast h'
    omega
  have h : ∀ t : ℝ, t ^ (l + 2) * r12Wave l t * (1 - t)
      = (1 / (2 * l + 3) * t ^ (2 * l + 4) - 1 / (2 * l - 1) * t ^ (2 * l + 2))
        - (1 / (2 * l + 3) * t ^ (2 * l + 5) - 1 / (2 * l - 1) * t ^ (2 * l + 3)) := by
    intro t
    unfold r12Wave
    ring
  simp only [h]
  rw [intervalIntegral.integral_sub (Continuous.intervalIntegrable (by fun_prop) _ _)
      (Continuous.intervalIntegrable (by fun_prop) _ _),
    integral_two_powers, integral_two_powers,
    show ((2 * l + 4 : ℕ) : ℝ) + 1 = 2 * l + 5 by push_cast; ring,
    show ((2 * l + 2 : ℕ) : ℝ) + 1 = 2 * l + 3 by push_cast; ring,
    show ((2 * l + 5 : ℕ) : ℝ) + 1 = 2 * l + 6 by push_cast; ring,
    show ((2 * l + 3 : ℕ) : ℝ) + 1 = 2 * l + 4 by push_cast; ring]
  field_simp
  ring

/-- An explicit bound, for each `l ≥ 1`, on the error made when the radial weight is replaced
by its value at equal radii. -/
theorem radialWave_error {w : ℝ → ℝ} {C : ℝ} (hw : ContinuousOn w (Icc 0 1))
    (hC : ∀ t ∈ Icc (0 : ℝ) 1, |w t - w 1| ≤ C * (1 - t)) {l : ℕ} (hl : 1 ≤ l) :
    |radialWave w l - w 1 * (-6 / ((2 * l - 1) * (2 * l + 3) * (2 * l + 5)))|
      ≤ C * ((16 * l + 34) /
        ((2 * l - 1) * (2 * l + 3) * (2 * l + 4) * (2 * l + 5) * (2 * l + 6))) := by
  have hK : Continuous fun t : ℝ => t ^ (l + 2) * r12Wave l t := by
    unfold r12Wave
    fun_prop
  have e : radialWave w l - w 1 * (-6 / ((2 * l - 1) * (2 * l + 3) * (2 * l + 5)))
      = ∫ t in (0 : ℝ)..1, t ^ (l + 2) * r12Wave l t * (w t - w 1) := by
    rw [← kernel_integral, ← intervalIntegral.integral_const_mul, radialWave,
      ← intervalIntegral.integral_sub]
    · congr 1
      funext t
      ring
    · exact (hK.continuousOn.mul hw).intervalIntegrable_of_Icc zero_le_one
    · exact (continuous_const.mul hK).intervalIntegrable _ _
  have b : ∫ t in (0 : ℝ)..1, -C * (t ^ (l + 2) * r12Wave l t * (1 - t))
      = C * ((16 * l + 34) /
        ((2 * l - 1) * (2 * l + 3) * (2 * l + 4) * (2 * l + 5) * (2 * l + 6))) := by
    rw [intervalIntegral.integral_const_mul, kernel_integral_one_sub]
    ring
  rw [e, ← b, ← Real.norm_eq_abs]
  refine intervalIntegral.norm_integral_le_of_norm_le zero_le_one
    (Eventually.of_forall fun t ht => ?_) ?_
  · -- the kernel has one sign, so its absolute value is its negative
    have hk : t ^ (l + 2) * r12Wave l t ≤ 0 :=
      mul_nonpos_of_nonneg_of_nonpos (pow_nonneg ht.1.le _) (r12Wave_nonpos hl ht.1.le ht.2)
    rw [Real.norm_eq_abs, abs_mul, abs_of_nonpos hk]
    calc _ ≤ -(t ^ (l + 2) * r12Wave l t) * (C * (1 - t)) :=
          mul_le_mul_of_nonneg_left (hC t ⟨ht.1.le, ht.2⟩) (neg_nonneg.mpr hk)
      _ = _ := by ring
  · exact (continuous_const.mul
      (hK.mul (continuous_const.sub continuous_id))).intervalIntegrable _ _

/-- For a radial weight that is continuous on `[0,1]` and differs from its value at equal radii by
at most `C (1 - t)`, the partial waves, scaled by `(l+1/2)^4`, tend to `-3/8` times that value. -/
theorem radialWave_limit {w : ℝ → ℝ} {C : ℝ} (hw : ContinuousOn w (Icc 0 1))
    (hC : ∀ t ∈ Icc (0 : ℝ) 1, |w t - w 1| ≤ C * (1 - t)) :
    Tendsto (fun l : ℕ => ((l : ℝ) + 1 / 2) ^ 4 * (radialWave w l / (2 * l + 1)))
      atTop (𝓝 (-(3 / 8) * w 1)) := by
  have lin : ∀ c : ℝ, Tendsto (fun l : ℕ => 2 * (l : ℝ) + c) atTop atTop := fun c =>
    tendsto_atTop_add_const_right _ c (tendsto_natCast_atTop_atTop.const_mul_atTop two_pos)
  have small : ∀ a c : ℝ, Tendsto (fun l : ℕ => a / (2 * (l : ℝ) + c)) atTop (𝓝 0) :=
    fun a c => (lin c).const_div_atTop a
  have ratio : ∀ c : ℝ,
      Tendsto (fun l : ℕ => (2 * (l : ℝ) + 1) / (2 * l + c)) atTop (𝓝 1) := by
    intro c
    have h := (small (1 - c) c).const_add 1
    rw [add_zero] at h
    refine h.congr' ?_
    filter_upwards [(lin c).eventually_gt_atTop 0] with l hl
    rw [eq_div_iff hl.ne', add_mul, div_mul_cancel₀ _ hl.ne']
    ring
  -- the leading term
  have hm : Tendsto (fun l : ℕ => ((l : ℝ) + 1 / 2) ^ 4 *
      (w 1 * (-6 / ((2 * l - 1) * (2 * l + 3) * (2 * l + 5))) / (2 * l + 1)))
      atTop (𝓝 (-(3 / 8) * w 1)) := by
    have h := (((ratio (-1)).mul (ratio 3)).mul (ratio 5)).const_mul (-(3 / 8) * w 1)
    simp only [mul_one] at h
    refine h.congr' ?_
    filter_upwards [eventually_ge_atTop 1] with l hl
    have hl' : (1 : ℝ) ≤ l := by exact_mod_cast hl
    have h1 : 2 * (l : ℝ) - 1 ≠ 0 := (by linarith : 0 < 2 * (l : ℝ) - 1).ne'
    rw [← sub_eq_add_neg]
    field_simp
    ring
  -- the error bound, one order smaller
  have he : Tendsto (fun l : ℕ => ((l : ℝ) + 1 / 2) ^ 4 * (C * ((16 * l + 34) /
      ((2 * l - 1) * (2 * l + 3) * (2 * l + 4) * (2 * l + 5) * (2 * l + 6))) / (2 * l + 1)))
      atTop (𝓝 0) := by
    have h := ((((ratio (-1)).mul (ratio 3)).mul (ratio 4)).mul
      ((small 14 6).sub (small 6 5))).const_mul (C / 16)
    simp only [sub_zero, mul_zero] at h
    refine h.congr' ?_
    filter_upwards [eventually_ge_atTop 1] with l hl
    have hl' : (1 : ℝ) ≤ l := by exact_mod_cast hl
    have h1 : 2 * (l : ℝ) - 1 ≠ 0 := (by linarith : 0 < 2 * (l : ℝ) - 1).ne'
    rw [← sub_eq_add_neg]
    field_simp
    ring
  have hd : Tendsto (fun l : ℕ => ((l : ℝ) + 1 / 2) ^ 4 * (radialWave w l / (2 * l + 1))
      - ((l : ℝ) + 1 / 2) ^ 4 *
        (w 1 * (-6 / ((2 * l - 1) * (2 * l + 3) * (2 * l + 5))) / (2 * l + 1)))
      atTop (𝓝 0) := by
    refine squeeze_zero_norm' ?_ he
    filter_upwards [eventually_ge_atTop 1] with l hl
    have hb := radialWave_error hw hC hl
    rw [← mul_sub, ← sub_div, Real.norm_eq_abs, abs_mul, abs_div,
      abs_of_nonneg (by positivity : (0 : ℝ) ≤ ((l : ℝ) + 1 / 2) ^ 4),
      abs_of_pos (by positivity : (0 : ℝ) < 2 * (l : ℝ) + 1)]
    gcongr
  simpa only [sub_add_cancel, zero_add] using hd.add hm

/-- For the hydrogenic product, `(l+1/2)^4 A_l` tends to `-45/256`. -/
theorem schwartz_coefficient :
    Tendsto (fun l : ℕ => ((l : ℝ) + 1 / 2) ^ 4 * increment l) atTop (𝓝 (-45 / 256)) := by
  -- the hydrogenic weight differs from its value at equal radii by at most `1 - t`
  have key : ∀ x : ℝ, 1 ≤ x → x ≤ 2 → |1 / x ^ 6 - 1 / 2 ^ 6| ≤ 2 - x := by
    intro x h1 h2
    have hx : 0 < x := by linarith
    have e : 1 / x ^ 6 - 1 / 2 ^ 6 = (2 - x) *
        ((32 + 16 * x + 8 * x ^ 2 + 4 * x ^ 3 + 2 * x ^ 4 + x ^ 5) / (64 * x ^ 6)) := by
      field_simp
      ring
    have hp : ∀ k : ℕ, k ≤ 6 → x ^ k ≤ x ^ 6 := fun k hk => pow_le_pow_right₀ h1 hk
    have hS : (32 + 16 * x + 8 * x ^ 2 + 4 * x ^ 3 + 2 * x ^ 4 + x ^ 5) / (64 * x ^ 6) ≤ 1 := by
      rw [div_le_one (by positivity)]
      have p0 := hp 0 (by norm_num)
      have p1 := hp 1 (by norm_num)
      rw [pow_zero] at p0
      rw [pow_one] at p1
      linarith [hp 2 (by norm_num), hp 3 (by norm_num), hp 4 (by norm_num), hp 5 (by norm_num)]
    rw [e, abs_of_nonneg (mul_nonneg (by linarith) (by positivity))]
    exact mul_le_of_le_one_right (by linarith) hS
  have hw : ContinuousOn (fun t : ℝ => 1 / (1 + t) ^ 6) (Icc 0 1) := by
    refine ContinuousOn.div continuousOn_const (by fun_prop) fun t ht => ?_
    have h0 : 0 ≤ t := ht.1
    positivity
  have hC : ∀ t ∈ Icc (0 : ℝ) 1, |(fun t : ℝ => 1 / (1 + t) ^ 6) t
      - (fun t : ℝ => 1 / (1 + t) ^ 6) 1| ≤ 1 * (1 - t) := by
    intro t ht
    have h := key (1 + t) (by linarith [ht.1]) (by linarith [ht.2])
    have e : (1 : ℝ) + 1 = 2 := by norm_num
    simp only [e]
    linarith
  have h := (radialWave_limit hw hC).const_mul 30
  convert h using 1
  · funext l
    simp only [increment]
    ring
  · norm_num

end

end SchwartzPartialWave
```

```lean
#print axioms SchwartzPartialWave.larger_radius_integral
#print axioms SchwartzPartialWave.integral_two_powers
#print axioms SchwartzPartialWave.schwartz_coefficient
```

```
'SchwartzPartialWave.larger_radius_integral' depends on axioms: [propext, Classical.choice, Quot.sound]
'SchwartzPartialWave.integral_two_powers' depends on axioms: [propext, Classical.choice, Quot.sound]
'SchwartzPartialWave.schwartz_coefficient' depends on axioms: [propext, Classical.choice, Quot.sound]
```

## How the definitions and lemmas follow the calculation

`r12Wave l t` is f_l(t), `radialWave w l` is ∫₀¹ K_l w dt, and `increment l` is A_l. The index `l` is a natural number, but the denominators are real, so `2 * l - 1` is −1 at l = 0, as the expansion requires. In `schwartz_coefficient`, `Tendsto … atTop (𝓝 (-45 / 256))` states the limit as l grows without bound.

`larger_radius_integral` obtains the weight from Mathlib's Gamma integral, with Γ(6) = 120. `kernel_integral` and `kernel_integral_one_sub` expand the integrands into powers, integrate them through `integral_two_powers`, and combine the fractions with `field_simp` and `ring`.

`radialWave_error` writes the difference as one integral of K_l(w − w(1)). It then uses `r12Wave_nonpos` to fix the sign of the kernel and bounds the integrand pointwise. `radialWave_limit` builds the leading limit from ratios (2l+1)/(2l+c) → 1. For the error bound it also uses terms a/(2l+c) → 0, and it then squeezes the difference to zero. Inside `schwartz_coefficient`, `key` is the factorisation of 1/y⁶ − 1/64, with the Lean variable `x` in place of y.

## A limit for the model, with a loose bound at finite l

The general theorem covers any weight that is continuous on [0,1] and obeys the linear bound at t = 1. For a pair of s electrons, t²w(t) is, up to a constant factor, the probability density of the ratio t. The linear bound gives the explicit error estimate; continuity alone would be enough for the limit, by a different argument. Only w(1) enters the limit.

The finite-l bound holds from l = 1 but is a poor error bar for the hydrogenic weight. At l = 1 with C = 1 it allows an error of 5/168 ≈ 0.030 in the radial integral, whose leading term is only −3/1120 ≈ −0.0027. The bound establishes the limit; it does not certify an extrapolation from small l.

The Legendre expansion, the angular average and the change to the variables r and t enter through the definition of `increment`; the file proves the integral over the larger radius and the steps from the weight to the limit. The values of A_0 and A_1, the full sum and the tail estimate are not in the file. Carrying the coefficient over to the second-order energy would also require control of the rest of the first-order function. Finite radial basis sets, which add their own error to each computed increment, are not modelled.
